# Exact exponential of an idempotent matrix: $\exp(zP) = 1 + (e^{z}-1)P$ and the propagator of $H = EP$

In a split-operator time step, each term of the Hamiltonian is exponentiated separately and applied to the state vector $\psi$. Suppose one term is $EP$, with $E$ a real energy and $P$ a matrix that satisfies $P^2 = P$. A code can then advance $\psi$ over a time $t$ by the update

$$\psi \leftarrow \psi + (e^{-\mathrm{i}Et} - 1)\,P\psi ,$$

without calling a matrix-exponential routine. Here $\hbar = 1$, and upright $\mathrm{i}$ is the imaginary unit, while italic $i$ and $j$ are indices. The update is the exact propagator of that term for every $t$, provided $P^2 = P$ holds exactly.

## Closed forms for one idempotent and for a family

Let $P$ be a complex square matrix of finite size, let $1$ be the identity matrix, and let $z$ be any complex number. If $P^2 = P$, then

$$\exp(zP) = 1 + (e^{z} - 1)P .$$

More generally, let $P_i$ be finitely many matrices with $P_i^2 = P_i$ and $P_iP_j = 0$ for $i \neq j$, and let $z_i$ be complex numbers. Then

$$\exp\Big(\sum_i z_iP_i\Big) = 1 + \sum_i (e^{z_i} - 1)P_i .$$

Neither formula needs Hermitian matrices, and the $P_i$ need not add up to $1$. With the propagator $U(t) = \exp(-\mathrm{i}tH)$ of a Hamiltonian $H$, the choices $z = -\mathrm{i}Et$ and $z_i = -\mathrm{i}E_it$, for real energies $E_i$, give

$$H = EP:\quad U(t) = 1 + (e^{-\mathrm{i}Et} - 1)P, \qquad H = \sum_i E_iP_i:\quad U(t) = 1 + \sum_i (e^{-\mathrm{i}E_it} - 1)P_i .$$

For $H = EP$, $U(t) = 1 - 2P$ when $Et = \pi$, and if $P \neq 0$, then $U(t) = 1$ exactly when $Et$ is an integer multiple of $2\pi$. There is also a converse: if $e^{z} \neq 1$ and the first formula holds at both $z$ and $2z$, then $P^2 = P$.

## Projector terms in a time step

A separable term $D\,|\beta\rangle\langle\beta|$, of the kind that occurs in nonlocal pseudopotentials, with a real strength $D$ and a nonzero vector $\beta$, falls under the result when the basis is finite and orthonormal and the term is constant during the step. Normalisation needs care. The matrix $|\beta\rangle\langle\beta|$ squares to $\langle\beta|\beta\rangle\,|\beta\rangle\langle\beta|$, so the idempotent is $P = |\beta\rangle\langle\beta|/\langle\beta|\beta\rangle$ and the energy in the phase is $E = D\langle\beta|\beta\rangle$. Several such terms can be applied in one pass by the family formula when their vectors are mutually orthogonal. Overlapping vectors violate $P_iP_j = 0$, and the family formula does not apply to them. Since $z$ is an arbitrary complex number, an imaginary-time step of length $\tau$ is the case $z = -E\tau$. The values at $Et = \pi$ and $Et = 2\pi$ are convenient known answers against which to check an implementation.

## Summing the exponential series

Write $A = \sum_i z_iP_i$. The first step is that for every integer $k \ge 0$

$$A^{k+1} = \sum_i z_i^{k+1}P_i .$$

At $k = 0$ this is the definition of $A$. If it holds for $k$, then

$$A^{k+2} = A^{k+1}A = \sum_i\sum_j z_i^{k+1}z_j\,P_iP_j = \sum_i z_i^{k+2}P_i ,$$

because the products with $j \neq i$ vanish and $P_iP_i = P_i$.

The power zero is different: $A^0 = 1$, whereas $\sum_i z_i^0P_i = \sum_i P_i$. Both cases fit in one expression for the $k$-th term of the series $\exp A = \sum_{k \ge 0} A^k/k!$, with $\delta_{k0}$ equal to one at $k = 0$ and zero otherwise:

$$\frac{A^k}{k!} = \sum_i \frac{z_i^k}{k!}P_i + \delta_{k0}\Big(1 - \sum_i P_i\Big).$$

The sum over $i$ is finite and each scalar series $\sum_k z_i^k/k!$ converges to $e^{z_i}$, so

$$\exp A = \sum_i e^{z_i}P_i + 1 - \sum_i P_i = 1 + \sum_i (e^{z_i} - 1)P_i .$$

A family with one member gives $\exp(zP) = 1 + (e^z - 1)P$. The propagators follow from $-\mathrm{i}t\,(EP) = (-\mathrm{i}Et)P$, applied term by term for a family.

At $Et = \pi$ the phase factor is $e^{-\mathrm{i}\pi} = -1$, the coefficient of $P$ is $-2$, and $U(t) = 1 - 2P$. The condition $U(t) = 1$ means $(e^{-\mathrm{i}Et} - 1)P = 0$. For $P \neq 0$ this is $e^{-\mathrm{i}Et} = 1$, that is $-\mathrm{i}Et = 2\pi\mathrm{i}k$ for some integer $k$, or $Et = (-k)\,2\pi$.

For the converse put $a = e^z - 1 \neq 0$, so that $e^{2z} - 1 = (1 + a)^2 - 1 = 2a + a^2$. The matrix $zP$ commutes with itself, hence $\exp(2zP) = \exp(zP)^2$. Inserting the two assumed formulas gives

$$1 + (2a + a^2)P = (1 + aP)^2 = 1 + 2aP + a^2P^2 .$$

Therefore $a^2(P^2 - P) = 0$, and dividing by $a^2$ gives $P^2 = P$.

## Lean source

```lean
import Mathlib

open Complex

namespace ProjectorExponential

noncomputable section

variable {n ι : Type*} [Fintype n] [DecidableEq n] [Fintype ι]

/-- The propagator `exp(-i t H)` of the matrix `H` at real time `t`. -/
def propagator (H : Matrix n n ℂ) (t : ℝ) : Matrix n n ℂ :=
  NormedSpace.exp ((-(I * t)) • H)

/-- For idempotents `P i` with `P i P j = 0` for `i ≠ j`, a positive power of
`∑ zᵢ Pᵢ` is obtained by raising each coefficient to that power. -/
theorem pow_sum_projectors (P : ι → Matrix n n ℂ) (z : ι → ℂ)
    (hP : ∀ i, P i * P i = P i) (hO : ∀ i j, i ≠ j → P i * P j = 0) (k : ℕ) :
    (∑ i, z i • P i) ^ (k + 1) = ∑ i, z i ^ (k + 1) • P i := by
  induction k with
  | zero => simp
  | succ k ih =>
    rw [pow_succ, ih, Finset.sum_mul_sum]
    refine Finset.sum_congr rfl fun i _ => ?_
    -- only the diagonal product survives
    rw [Finset.sum_eq_single i]
    · rw [smul_mul_assoc, mul_smul_comm, hP i, smul_smul, ← pow_succ]
    · intro j _ hj
      rw [smul_mul_assoc, mul_smul_comm, hO i j (Ne.symm hj), smul_zero, smul_zero]
    · intro h
      exact absurd (Finset.mem_univ i) h

/-- For idempotents `P i` with `P i P j = 0` for `i ≠ j` and complex `z i`,
`exp(∑ zᵢ Pᵢ) = 1 + ∑ (e^{zᵢ} - 1) Pᵢ`. -/
theorem exp_sum_projectors (P : ι → Matrix n n ℂ) (z : ι → ℂ)
    (hP : ∀ i, P i * P i = P i) (hO : ∀ i j, i ≠ j → P i * P j = 0) :
    NormedSpace.exp (∑ i, z i • P i) = 1 + ∑ i, (Complex.exp (z i) - 1) • P i := by
  -- the scalar exponential series
  have hz : ∀ w : ℂ, HasSum (fun k : ℕ => w ^ k / (k.factorial : ℂ)) (Complex.exp w) := by
    intro w
    rw [Complex.exp_eq_exp_ℂ]
    exact NormedSpace.expSeries_div_hasSum_exp w
  -- the matrix exponential series
  have he : NormedSpace.exp (∑ i, z i • P i)
      = ∑' k : ℕ, ((k.factorial : ℂ)⁻¹) • (∑ i, z i • P i) ^ k := by
    exact congrFun (NormedSpace.exp_eq_tsum (𝕂 := ℂ) (𝔸 := Matrix n n ℂ)) _
  -- each term splits over the projectors; order zero also carries `1 - ∑ Pᵢ`
  have hterm : ∀ k : ℕ, ((k.factorial : ℂ)⁻¹) • (∑ i, z i • P i) ^ k
      = ∑ i, (z i ^ k / (k.factorial : ℂ)) • P i
        + if k = 0 then (1 - ∑ i, P i) else 0 := by
    intro k
    cases k with
    | zero => simp
    | succ k =>
      rw [pow_sum_projectors P z hP hO, Finset.smul_sum,
        if_neg (by omega : ¬ k + 1 = 0), add_zero]
      refine Finset.sum_congr rfl fun i _ => ?_
      rw [smul_smul, div_eq_inv_mul]
  have hs : HasSum
      (fun k : ℕ => ∑ i, (z i ^ k / (k.factorial : ℂ)) • P i
        + if k = 0 then (1 - ∑ i, P i) else 0)
      (∑ i, Complex.exp (z i) • P i + (1 - ∑ i, P i)) :=
    (hasSum_sum fun i _ => (hz (z i)).smul_const (P i)).add
      (hasSum_ite_eq 0 (1 - ∑ i, P i))
  rw [he, tsum_congr hterm, hs.tsum_eq]
  simp only [sub_smul, one_smul, Finset.sum_sub_distrib]
  abel

/-- For a matrix with `P² = P` and any complex `z`, `exp(zP) = 1 + (e^z - 1) P`. -/
theorem exp_smul_projector (P : Matrix n n ℂ) (hP : P * P = P) (z : ℂ) :
    NormedSpace.exp (z • P) = 1 + (Complex.exp z - 1) • P := by
  have h := exp_sum_projectors (ι := Unit) (fun _ => P) (fun _ => z) (fun _ => hP)
    (fun i j hij => absurd (Subsingleton.elim i j) hij)
  simpa only [Finset.univ_unique, Finset.sum_singleton] using h

/-- If `e^z ≠ 1` and the formula `exp(wP) = 1 + (e^w - 1) P` holds at `w = z` and at
`w = 2z`, then `P² = P`. -/
theorem idempotent_of_exp_formula (P : Matrix n n ℂ) (z : ℂ) (hz : Complex.exp z ≠ 1)
    (h1 : NormedSpace.exp (z • P) = 1 + (Complex.exp z - 1) • P)
    (h2 : NormedSpace.exp ((2 * z) • P) = 1 + (Complex.exp (2 * z) - 1) • P) :
    P * P = P := by
  have hexp : Complex.exp (2 * z) = Complex.exp z * Complex.exp z := by
    rw [two_mul, Complex.exp_add]
  -- compare `exp(2zP)` with `exp(zP)²`
  have e := Matrix.exp_add_of_commute (z • P) (z • P) (Commute.refl _)
  rw [← add_smul, ← two_mul, h2, h1, hexp] at e
  simp only [add_mul, mul_add, one_mul, mul_one, smul_mul_assoc, mul_smul_comm] at e
  have key : (Complex.exp z - 1) ^ 2 • (P * P - P) = 0 := by
    linear_combination (norm := module) e.symm
  have ha : (Complex.exp z - 1) ^ 2 ≠ 0 := pow_ne_zero 2 (sub_ne_zero.mpr hz)
  exact sub_eq_zero.mp ((smul_eq_zero.mp key).resolve_left ha)

/-- The Hamiltonian `H = E P` with `P² = P` has propagator `1 + (e^{-iEt} - 1) P`. -/
theorem propagator_projector (P : Matrix n n ℂ) (hP : P * P = P) (E t : ℝ) :
    propagator ((E : ℂ) • P) t = 1 + (Complex.exp (-(I * E * t)) - 1) • P := by
  have h : (-(I * t)) • ((E : ℂ) • P) = (-(I * E * t)) • P := by
    rw [smul_smul]
    congr 1
    ring
  rw [propagator, h, exp_smul_projector P hP]

/-- The Hamiltonian `H = ∑ Eᵢ Pᵢ`, built from idempotents with `P i P j = 0` for `i ≠ j`,
has propagator `1 + ∑ (e^{-iEᵢt} - 1) Pᵢ`. -/
theorem propagator_sum_projectors (P : ι → Matrix n n ℂ) (E : ι → ℝ)
    (hP : ∀ i, P i * P i = P i) (hO : ∀ i j, i ≠ j → P i * P j = 0) (t : ℝ) :
    propagator (∑ i, (E i : ℂ) • P i) t
      = 1 + ∑ i, (Complex.exp (-(I * E i * t)) - 1) • P i := by
  have h : (-(I * t)) • (∑ i, (E i : ℂ) • P i) = ∑ i, (-(I * E i * t)) • P i := by
    rw [Finset.smul_sum]
    refine Finset.sum_congr rfl fun i _ => ?_
    rw [smul_smul]
    congr 1
    ring
  rw [propagator, h]
  exact exp_sum_projectors P (fun i => -(I * E i * t)) hP hO

/-- For `P² = P`, the propagator of `H = E P` at a time with `E t = π` equals `1 - 2P`. -/
theorem propagator_projector_at_pi (P : Matrix n n ℂ) (hP : P * P = P) (E t : ℝ)
    (ht : E * t = Real.pi) :
    propagator ((E : ℂ) • P) t = 1 - (2 : ℂ) • P := by
  have hc : (E : ℂ) * t = Real.pi := by exact_mod_cast ht
  have hx : -(I * E * t) = -((Real.pi : ℂ) * I) := by linear_combination (-I) * hc
  have c : Complex.exp (-(I * E * t)) - 1 = -2 := by
    rw [hx, Complex.exp_neg, Complex.exp_pi_mul_I]
    norm_num
  rw [propagator_projector P hP, c, neg_smul, sub_eq_add_neg]

/-- For a nonzero `P` with `P² = P`, the propagator of `H = E P` is the identity exactly
when `E t` is an integer multiple of `2π`. -/
theorem propagator_projector_eq_one_iff (P : Matrix n n ℂ) (hP : P * P = P) (hP0 : P ≠ 0)
    (E t : ℝ) :
    propagator ((E : ℂ) • P) t = 1 ↔ ∃ k : ℤ, E * t = k * (2 * Real.pi) := by
  -- the phase factor must equal one
  rw [propagator_projector P hP, add_eq_left, smul_eq_zero, or_iff_left hP0, sub_eq_zero,
    Complex.exp_eq_one_iff]
  constructor
  · rintro ⟨k, hk⟩
    refine ⟨-k, Complex.ofReal_injective ?_⟩
    push_cast
    linear_combination I * hk + ((E : ℂ) * t + 2 * Real.pi * k) * Complex.I_sq
  · rintro ⟨k, hk⟩
    have hc : (E : ℂ) * t = k * (2 * Real.pi) := by exact_mod_cast hk
    refine ⟨-k, ?_⟩
    push_cast
    linear_combination (-I) * hc

/-- The matrices `P = [[1, 1], [0, 0]]` and `Q = [[0, -1], [0, 1]]` are idempotent and
satisfy `P Q = 0` and `Q P = 0`. -/
theorem projectors_witness :
    let P : Matrix (Fin 2) (Fin 2) ℂ := !![1, 1; 0, 0]
    let Q : Matrix (Fin 2) (Fin 2) ℂ := !![0, -1; 0, 1]
    P * P = P ∧ Q * Q = Q ∧ P * Q = 0 ∧ Q * P = 0 := by
  intro P Q
  refine ⟨?_, ?_, ?_, ?_⟩ <;> ext i j <;> fin_cases i <;> fin_cases j <;>
    simp [P, Q, Matrix.mul_apply, Fin.sum_univ_succ]

end

end ProjectorExponential
```

```lean
#print axioms ProjectorExponential.idempotent_of_exp_formula
#print axioms ProjectorExponential.propagator_sum_projectors
#print axioms ProjectorExponential.propagator_projector_at_pi
#print axioms ProjectorExponential.propagator_projector_eq_one_iff
```

```
'ProjectorExponential.idempotent_of_exp_formula' depends on axioms: [propext, Classical.choice, Quot.sound]
'ProjectorExponential.propagator_sum_projectors' depends on axioms: [propext, Classical.choice, Quot.sound]
'ProjectorExponential.propagator_projector_at_pi' depends on axioms: [propext, Classical.choice, Quot.sound]
'ProjectorExponential.propagator_projector_eq_one_iff' depends on axioms: [propext, Classical.choice, Quot.sound]
```

## Matrices, time and hypotheses in Lean

Operators are elements of `Matrix n n ℂ`, with rows and columns labelled by a finite type `n`, which stands for a finite basis. A family is labelled by a second finite type `ι`. The matrix exponential is `NormedSpace.exp`, the scalar one is `Complex.exp`, and `•` multiplies a matrix by a complex number. The definition `propagator H t` is $\exp(-\mathrm{i}tH)$ for real `t` of either sign; it fixes $\hbar = 1$, the sign of the phase and a time-independent `H`, and it accepts any matrix `H`.

The hypothesis `hP` is idempotency: projecting twice is the same as projecting once. The hypothesis `hO` covers all ordered pairs, so $P_iP_j$ and $P_jP_i$ both vanish; for Hermitian projectors it expresses that they project onto mutually orthogonal subspaces. Both are assumed of the input and not derived from a model.

The two exponential formulas are `exp_smul_projector` and `exp_sum_projectors`, and their versions with real energies are `propagator_projector` and `propagator_sum_projectors`. The theorem `propagator_projector_at_pi` assumes `E * t = Real.pi`. The theorem `propagator_projector_eq_one_iff` assumes `P ≠ 0`, since for $P = 0$ the propagator is the identity at all times; at $E = 0$ both sides hold for every $t$. The converse is `idempotent_of_exp_formula`. An empty family gives $\exp(0) = 1$, and for $1 \times 1$ matrices $P$ is $0$ or $1$ and the formula reads $1 = 1$ or $e^z = e^z$.

The theorem `projectors_witness` states that

$$P = \begin{pmatrix} 1 & 1 \\ 0 & 0 \end{pmatrix}, \qquad Q = \begin{pmatrix} 0 & -1 \\ 0 & 1 \end{pmatrix}$$

are idempotent with $PQ = QP = 0$. Each has a single nonzero off-diagonal entry, so the pair is an oblique example that satisfies `hP` and `hO`.

## How the tactics follow the series argument

In `pow_sum_projectors` the induction step expands the product into a double sum with `Finset.sum_mul_sum` and keeps the term $j = i$ with `Finset.sum_eq_single i`. The diagonal term uses `hP i` and the others use `hO`.

In `exp_sum_projectors`, `hz` is the scalar series, `he` writes the matrix exponential as its series, and `hterm` is the formula for $A^k/k!$, with `if k = 0` in the role of $\delta_{k0}$. The statement `hs` shows that these terms converge to $\sum_i e^{z_i}P_i + (1 - \sum_i P_i)$, by adding the finitely many scalar series multiplied by $P_i$ and the single term at $k = 0$. The closing `abel` rearranges this into the stated form. The single-matrix theorem takes `ι := Unit`, where `hO` is vacuous.

In the converse, `Matrix.exp_add_of_commute` supplies $\exp(2zP) = \exp(zP)^2$, `key` is $a^2(P^2 - P) = 0$, and `ha` is $a^2 \neq 0$. The theorems `propagator_projector` and `propagator_sum_projectors` regroup the scalars in `h` and then apply the exponential formula. The value at $Et = \pi$ uses `Complex.exp_pi_mul_I`. The recurrence condition uses `Complex.exp_eq_one_iff`, and the witness `-k` in both directions is the sign change found above.

## Exact idempotency, exact arithmetic, one term

The closed forms are equalities of complex matrices, valid for every finite size and every time, so replacing the exponential of a projector term by the closed form adds no time-step error of its own. They contain no bound for a matrix with $P^2 - P$ small but nonzero, for projectors with small overlaps, or for rounding, including the cancellation in $e^{z} - 1$ at small $|z|$. The converse likewise needs exact equality at $z$ and $2z$, and gives no information when $e^z = 1$.

The error of splitting $\exp(-\mathrm{i}t(T + EP))$ into factors, for another term $T$ that does not commute with $P$, is not addressed, nor are time-dependent energies or projectors, or operators on infinite-dimensional spaces. Unitarity of $U(t)$ is not among the statements: it is expected for Hermitian $P$, while an oblique $P$ obeys the same closed form and need not conserve the Euclidean norm of $\psi$. That expectation and the remarks on separable terms are ordinary algebra and are not theorems of the file.
